# The eigenvalues of the truncated oscillator position matrix are the roots of a Hermite polynomial

Let $A$ be the annihilation operator of the harmonic oscillator, cut off to the $d$ lowest levels $k = 0, \dots, d-1$. It is a real $d \times d$ matrix whose only nonzero entries are $A_{k,k+1} = \sqrt{k+1}$. Let $\mathrm{He}_k$ be the probabilists' Hermite polynomials: $\mathrm{He}_0 = 1$, $\mathrm{He}_1 = x$, $\mathrm{He}_2 = x^2 - 1$, and so on. If a real number $x$ satisfies $\mathrm{He}_d(x) = 0$, then the vector $v$ with entries

$$v_k = \frac{\mathrm{He}_k(x)}{\sqrt{k!}}, \qquad 0 \le k < d,$$

is nonzero and satisfies $(A + A^T)v = xv$. Conversely, every real eigenvalue of $A + A^T$ is a root of $\mathrm{He}_d$, and every eigenvector belonging to it is a multiple of $v$.

## Grid points from a ladder matrix

The matrix $X = A + A^T$ is the position operator in a finite oscillator basis, in units where $x = a + a^\dagger$. For mass $m$ and frequency $\omega$ the physical coordinate is $q = \ell x$ with $\ell = \sqrt{\hbar/(2m\omega)}$. A code that works with $(a + a^\dagger)/\sqrt{2}$ instead finds the eigenvalues divided by $\sqrt{2}$.

In a one-dimensional vibrational calculation with such a basis, a code can diagonalise $X = U\,\mathrm{diag}(x_i)\,U^T$ and build the potential matrix as

$$V_{jk} \approx \sum_i U_{ji}\, V(\ell x_i)\, U_{ki}.$$

The grid points $x_i$ are the roots of $\mathrm{He}_d$, which are the Gauss–Hermite nodes for the weight $e^{-x^2/2}$. For a polynomial potential the element $V_{jk}$ is exact when $j + k + \deg V \le 2d - 1$, so errors first appear among the highest levels.

The eigenvectors can be compared with the formula too. A numerical eigensolver returns unit vectors of arbitrary sign, which should agree with $v/\lVert v\rVert$ up to that sign. In exact arithmetic, dividing each by its ground-level component gives $v$, but for large $d$ this component is so small in the outermost eigenvectors that rounding errors can spoil the quotient. For $d = 3$ and $x = \sqrt{3}$, $v = (1, \sqrt{3}, \sqrt{2})$, and the normalised vector is $(1/\sqrt{6}, 1/\sqrt{2}, 1/\sqrt{3})$.

## From the Hermite recurrence to the last row

Start from the definition $\mathrm{He}_{n+1} = x\,\mathrm{He}_n - \mathrm{He}_n'$. The derivative rule $\mathrm{He}_{m+1}' = (m+1)\mathrm{He}_m$ follows by induction. It holds for $m = 0$, and if it holds for $m$, then

$$\mathrm{He}_{m+2}' = \mathrm{He}_{m+1} + x\,\mathrm{He}_{m+1}' - \mathrm{He}_{m+1}'' = \mathrm{He}_{m+1} + (m+1)(x\,\mathrm{He}_m - \mathrm{He}_m') = (m+2)\,\mathrm{He}_{m+1}.$$

Inserting the rule into the definition gives

$$\mathrm{He}_{n+2} = x\,\mathrm{He}_{n+1} - (n+1)\,\mathrm{He}_n.$$

Now set $\varphi_k = \mathrm{He}_k(x)/\sqrt{k!}$ for every $k \ge 0$, so that $v_k = \varphi_k$ for $k < d$. Taking $n = k$ and dividing by $\sqrt{(k+1)!}$ turns the recurrence into

$$\sqrt{k+2}\,\varphi_{k+2} + \sqrt{k+1}\,\varphi_k = x\,\varphi_{k+1}, \qquad \varphi_0 = 1, \quad \varphi_1 = x.$$

On any vector $w$, the matrices act as

$$(Aw)_k = \begin{cases}\sqrt{k+1}\,w_{k+1} & k+1 < d\\ 0 & k+1 = d\end{cases} \qquad (A^Tw)_0 = 0, \quad (A^Tw)_{k+1} = \sqrt{k+1}\,w_k.$$

For $w = v$, each row of $Xv$ is therefore the recurrence, except that the last row lacks the term $\sqrt{d}\,\varphi_d$. For every real $x$, root or not,

$$(Xv)_k = x\,v_k - \delta_{k,d-1}\,\sqrt{d}\,\frac{\mathrm{He}_d(x)}{\sqrt{d!}}.$$

At a root of $\mathrm{He}_d$ the defect vanishes, and $v \neq 0$ because $v_0 = 1$.

For the converse, let $Xw = xw$ with $w \neq 0$. Row $0$ gives $w_1 = x w_0$ when $d \ge 2$. Row $k+1$ gives $\sqrt{k+2}\,w_{k+2} = x w_{k+1} - \sqrt{k+1}\,w_k$ as long as $k + 2 < d$. This is the recurrence of the $\varphi_k$, so $w = w_0 v$, and $w_0 \neq 0$. The last row then requires $w_0\sqrt{d}\,\varphi_d = 0$, hence $\mathrm{He}_d(x) = 0$.

For three levels, $\mathrm{He}_3 = x(x^2 - 3)$, and the eigenvalues are $0$ and $\pm\sqrt{3}$.

The same argument works for any real symmetric tridiagonal matrix with diagonal entries $\alpha_k$ and positive off-diagonal entries $\beta_k$ at $(k, k+1)$. Define $p_0 = 1$ and $\beta_k p_{k+1} = (x - \alpha_k)p_k - \beta_{k-1}p_{k-1}$, without the last term for $k = 0$ and with any positive $\beta_{d-1}$. The eigenvalues of the $d \times d$ matrix are the roots of $p_d$.

## Lean definitions and theorems

```lean
import Mathlib

open Matrix

namespace TruncatedOscillatorHermite

noncomputable section

/-- The probabilists' Hermite polynomial He_n evaluated at a real point x. -/
def he (n : ℕ) (x : ℝ) : ℝ := Polynomial.aeval x (Polynomial.hermite n)

/-- The unnormalised amplitude He_k(x)/√(k!) of the k-th oscillator level. -/
def level (k : ℕ) (x : ℝ) : ℝ := he k x / √(Nat.factorial k : ℝ)

/-- The annihilator truncated to d levels, with entries √(k+1) at position (k, k+1). -/
def annihilator (d : ℕ) : Matrix (Fin d) (Fin d) ℝ :=
  Matrix.of fun i j => if (j : ℕ) = (i : ℕ) + 1 then √(((i : ℕ) : ℝ) + 1) else 0

/-- The truncated position operator A + Aᵀ. -/
def position (d : ℕ) : Matrix (Fin d) (Fin d) ℝ := annihilator d + (annihilator d)ᵀ

/-- The vector of the amplitudes He_k(x)/√(k!) for the levels k < d. -/
def hermiteVector (d : ℕ) (x : ℝ) : Fin d → ℝ := fun k => level k x

/-- The first two Hermite polynomials are 1 and x. -/
theorem he_initial (x : ℝ) : he 0 x = 1 ∧ he 1 x = x := by
  constructor
  · simp [he]
  · simp [he]

/-- The three-term recurrence He_(n+2) = x He_(n+1) - (n+1) He_n. -/
theorem he_recurrence (n : ℕ) (x : ℝ) :
    he (n + 2) x = x * he (n + 1) x - ((n : ℝ) + 1) * he n x := by
  -- differentiation lowers the degree: He_(m+1)' = (m+1) He_m
  have lowering : ∀ m : ℕ, Polynomial.derivative (Polynomial.hermite (m + 1))
      = ((m : Polynomial ℤ) + 1) * Polynomial.hermite m := by
    intro m
    induction m with
    | zero => simp
    | succ m ih =>
      have h2 : Polynomial.derivative (Polynomial.derivative (Polynomial.hermite (m + 1)))
          = ((m : Polynomial ℤ) + 1) * Polynomial.derivative (Polynomial.hermite m) := by
        rw [ih]
        simp [Polynomial.derivative_mul]
      have h3 := Polynomial.hermite_succ m
      rw [Polynomial.hermite_succ (m + 1), Polynomial.derivative_sub,
        Polynomial.derivative_mul, Polynomial.derivative_X, h2, ih]
      push_cast
      linear_combination (-((m : Polynomial ℤ) + 1)) * h3
  unfold he
  rw [Polynomial.hermite_succ (n + 1), lowering]
  simp

/-- The amplitudes φ_k = He_k(x)/√(k!) start with 1 and x and obey √(k+2) φ_(k+2) + √(k+1) φ_k = x
φ_(k+1). -/
theorem level_recurrence (x : ℝ) : level 0 x = 1 ∧ level 1 x = x ∧
    ∀ k : ℕ, √(((k + 1 : ℕ) : ℝ) + 1) * level (k + 2) x + √((k : ℝ) + 1) * level k x
      = x * level (k + 1) x := by
  refine ⟨by simp [level, he_initial], by simp [level, he_initial], fun k => ?_⟩
  have hfac : ∀ m : ℕ, √(Nat.factorial (m + 1) : ℝ)
      = √((m : ℝ) + 1) * √(Nat.factorial m : ℝ) := by
    intro m
    rw [Nat.factorial_succ]
    push_cast
    exact Real.sqrt_mul (by positivity) _
  have h2 : √(Nat.factorial (k + 2) : ℝ)
      = √(((k + 1 : ℕ) : ℝ) + 1) * √(Nat.factorial (k + 1) : ℝ) := hfac (k + 1)
  have ha : √(Nat.factorial k : ℝ) ≠ 0 :=
    (Real.sqrt_pos.mpr (by exact_mod_cast Nat.factorial_pos k)).ne'
  have hb : √((k : ℝ) + 1) ≠ 0 := (Real.sqrt_pos.mpr (by positivity)).ne'
  have hc : √(((k + 1 : ℕ) : ℝ) + 1) ≠ 0 := (Real.sqrt_pos.mpr (by positivity)).ne'
  have hbb : √((k : ℝ) + 1) ^ 2 = (k : ℝ) + 1 := Real.sq_sqrt (by positivity)
  unfold level
  rw [h2, hfac k, he_recurrence]
  generalize √(Nat.factorial k : ℝ) = a at *
  generalize √(((k + 1 : ℕ) : ℝ) + 1) = c at *
  generalize √((k : ℝ) + 1) = b at *
  -- bring both terms to the common denominator b a
  have e2 : ∀ t : ℝ, c * (t / (c * (b * a))) = t / (b * a) := by
    intro t
    field_simp
  have e0 : ∀ t : ℝ, b * (t / a) = b ^ 2 * t / (b * a) := by
    intro t
    field_simp
  rw [e2, e0, hbb]
  ring

/-- The truncated annihilator moves the amplitude of level k+1 to level k with weight √(k+1),
and leaves nothing in the highest level. -/
theorem lower_apply {d : ℕ} (v : Fin d → ℝ) (k : Fin d) :
    (annihilator d *ᵥ v) k =
      if h : (k : ℕ) + 1 < d then √(((k : ℕ) : ℝ) + 1) * v ⟨k + 1, h⟩ else 0 := by
  simp only [Matrix.mulVec, dotProduct, annihilator, Matrix.of_apply]
  by_cases h : (k : ℕ) + 1 < d
  · rw [dif_pos h, Finset.sum_eq_single ⟨k + 1, h⟩]
    · simp
    · intro j _ hj
      rw [if_neg (fun e => hj (Fin.ext e)), zero_mul]
    · intro h'
      exact absurd (Finset.mem_univ _) h'
  · rw [dif_neg h]
    refine Finset.sum_eq_zero fun j _ => ?_
    rw [if_neg (by have := j.isLt; omega), zero_mul]

/-- The transposed annihilator moves the amplitude of level k to level k+1 with weight √(k+1),
and leaves nothing in the ground level. -/
theorem raise_apply {d : ℕ} (v : Fin d → ℝ) :
    (∀ h : 0 < d, ((annihilator d)ᵀ *ᵥ v) ⟨0, h⟩ = 0) ∧
    ∀ (k : ℕ) (h : k + 1 < d), ((annihilator d)ᵀ *ᵥ v) ⟨k + 1, h⟩
      = √((k : ℝ) + 1) * v ⟨k, Nat.lt_of_succ_lt h⟩ := by
  simp only [Matrix.mulVec, dotProduct, Matrix.transpose_apply, annihilator, Matrix.of_apply]
  constructor
  · intro h
    exact Finset.sum_eq_zero fun j _ => by simp
  · intro k h
    rw [Finset.sum_eq_single ⟨k, Nat.lt_of_succ_lt h⟩]
    · simp
    · intro j _ hj
      rw [if_neg, zero_mul]
      intro e
      have e' : k + 1 = (j : ℕ) + 1 := e
      exact hj (Fin.ext (show (j : ℕ) = k by omega))
    · intro h'
      exact absurd (Finset.mem_univ _) h'

/-- For every real x the Hermite vector satisfies the eigenvalue equation of A + Aᵀ up to a
defect √d He_d(x)/√(d!) in the highest level. -/
theorem truncation_defect (d : ℕ) (x : ℝ) (k : Fin d) :
    (position d *ᵥ hermiteVector d x) k = x * hermiteVector d x k
      - if (k : ℕ) + 1 = d then √(d : ℝ) * level d x else 0 := by
  have hA : (annihilator d *ᵥ hermiteVector d x) k = √(((k : ℕ) : ℝ) + 1) * level (k + 1) x
      - if (k : ℕ) + 1 = d then √(d : ℝ) * level d x else 0 := by
    rw [lower_apply]
    by_cases h : (k : ℕ) + 1 < d
    · rw [dif_pos h, if_neg (by omega), sub_zero]
      rfl
    · have e : (k : ℕ) + 1 = d := by have := k.isLt; omega
      have e' : (d : ℝ) = ((k : ℕ) : ℝ) + 1 := by exact_mod_cast e.symm
      rw [dif_neg h, if_pos e, e', e, sub_self]
  -- without truncation, each row is the three-term recurrence
  have hB : ∀ i : Fin d, √(((i : ℕ) : ℝ) + 1) * level (i + 1) x
      + ((annihilator d)ᵀ *ᵥ hermiteVector d x) i = x * hermiteVector d x i := by
    obtain ⟨h0, h1, hrec⟩ := level_recurrence x
    intro i
    match i with
    | ⟨0, hi⟩ =>
      rw [(raise_apply _).1 hi]
      simp [hermiteVector, h0, h1]
    | ⟨i + 1, hi⟩ =>
      rw [(raise_apply _).2 i hi]
      exact hrec i
  rw [position, Matrix.add_mulVec, Pi.add_apply, hA]
  linear_combination hB k

/-- At a real root x of He_d, the vector with entries He_k(x)/√(k!), k < d, is nonzero and is an
eigenvector of A + Aᵀ with eigenvalue x. -/
theorem hermite_root_eigenvector {d : ℕ} {x : ℝ} (hx : he d x = 0) :
    hermiteVector d x ≠ 0 ∧ position d *ᵥ hermiteVector d x = x • hermiteVector d x := by
  constructor
  · -- He_0 = 1 has no root, so there is a ground level, and its amplitude is 1
    have hd : 0 < d := by
      rcases Nat.eq_zero_or_pos d with h | h
      · rw [h, (he_initial x).1] at hx
        exact absurd hx one_ne_zero
      · exact h
    intro h
    have h0 : level 0 x = 0 := congrFun h ⟨0, hd⟩
    rw [(level_recurrence x).1] at h0
    exact one_ne_zero h0
  · ext k
    rw [truncation_defect]
    simp [level, hx]

/-- Any solution w of (A + Aᵀ) w = x w is the Hermite vector at x times the ground-level
amplitude of w. -/
theorem eigenvector_unique {d : ℕ} (hd : 0 < d) {x : ℝ} {w : Fin d → ℝ}
    (hw : position d *ᵥ w = x • w) : w = w ⟨0, hd⟩ • hermiteVector d x := by
  obtain ⟨h0, h1, hrec⟩ := level_recurrence x
  have hl : ∀ (i : ℕ) (h : i + 1 < d), (annihilator d *ᵥ w) ⟨i, Nat.lt_of_succ_lt h⟩
      = √((i : ℝ) + 1) * w ⟨i + 1, h⟩ := by
    intro i h
    rw [lower_apply]
    exact dif_pos h
  rw [position, Matrix.add_mulVec] at hw
  -- row k of the eigenvalue equation determines the amplitude of level k+1
  have key : ∀ (k : ℕ) (hk : k < d), w ⟨k, hk⟩ = w ⟨0, hd⟩ * level k x := by
    intro k
    induction k using Nat.strong_induction_on with
    | _ k ih =>
      match k, ih with
      | 0, _ =>
        intro hk
        rw [h0, mul_one]
      | 1, _ =>
        intro hk
        have row := congrFun hw ⟨0, hd⟩
        rw [Pi.add_apply, hl 0 hk, (raise_apply w).1 hd] at row
        have row' : √(((0 : ℕ) : ℝ) + 1) * w ⟨1, hk⟩ + 0 = x * w ⟨0, hd⟩ := row
        have hs : √(((0 : ℕ) : ℝ) + 1) = 1 := by simp
        rw [hs] at row'
        rw [h1]
        linear_combination row'
      | k + 2, ih =>
        intro hk
        have hk1 : k + 1 < d := by omega
        have hk0 : k < d := by omega
        have row := congrFun hw ⟨k + 1, hk1⟩
        rw [Pi.add_apply, hl (k + 1) hk, (raise_apply w).2 k hk1] at row
        have row' : √(((k + 1 : ℕ) : ℝ) + 1) * w ⟨k + 2, hk⟩ + √((k : ℝ) + 1) * w ⟨k, hk0⟩
            = x * w ⟨k + 1, hk1⟩ := row
        have i0 := ih k (by omega) hk0
        have i1 := ih (k + 1) (by omega) hk1
        have hs : √(((k + 1 : ℕ) : ℝ) + 1) ≠ 0 := (Real.sqrt_pos.mpr (by positivity)).ne'
        apply mul_left_cancel₀ hs
        linear_combination row' - w ⟨0, hd⟩ * hrec k - √((k : ℝ) + 1) * i0 + x * i1
  ext k
  exact key k k.isLt

/-- A real number x is an eigenvalue of the d-level matrix A + Aᵀ exactly when He_d(x) = 0. -/
theorem eigenvalue_iff_hermite_root (d : ℕ) (x : ℝ) :
    (∃ w : Fin d → ℝ, w ≠ 0 ∧ position d *ᵥ w = x • w) ↔ he d x = 0 := by
  constructor
  · rintro ⟨w, hne, hw⟩
    have hd : 0 < d := by
      rcases Nat.eq_zero_or_pos d with h | h
      · subst h
        exact absurd (Subsingleton.elim w 0) hne
      · exact h
    obtain ⟨c, hc⟩ : ∃ c : ℝ, w = c • hermiteVector d x := ⟨_, eigenvector_unique hd hw⟩
    have hc0 : c ≠ 0 := by
      intro h
      exact hne (by rw [hc, h, zero_smul])
    -- the highest level carries the whole defect, which must vanish
    have top := congrFun hw ⟨d - 1, by omega⟩
    rw [hc, Matrix.mulVec_smul, Pi.smul_apply, truncation_defect,
      if_pos (show d - 1 + 1 = d by omega)] at top
    simp only [Pi.smul_apply, smul_eq_mul] at top
    have hz : c * (√(d : ℝ) * level d x) = 0 := by linear_combination -top
    have hs : √(d : ℝ) ≠ 0 := (Real.sqrt_pos.mpr (by exact_mod_cast hd)).ne'
    have hf : √(Nat.factorial d : ℝ) ≠ 0 :=
      (Real.sqrt_pos.mpr (by exact_mod_cast Nat.factorial_pos d)).ne'
    have h2 := (mul_eq_zero.mp ((mul_eq_zero.mp hz).resolve_left hc0)).resolve_left hs
    unfold level at h2
    exact (div_eq_zero_iff.mp h2).resolve_right hf
  · intro hx
    exact ⟨hermiteVector d x, hermite_root_eigenvector hx⟩

/-- For three levels, x is an eigenvalue of A + Aᵀ exactly when x = 0 or x² = 3. -/
theorem three_level_eigenvalues (x : ℝ) :
    (∃ w : Fin 3 → ℝ, w ≠ 0 ∧ position 3 *ᵥ w = x • w) ↔ x = 0 ∨ x ^ 2 = 3 := by
  have a : he 3 x = x * he 2 x - (((1 : ℕ) : ℝ) + 1) * he 1 x := he_recurrence 1 x
  have b : he 2 x = x * he 1 x - (((0 : ℕ) : ℝ) + 1) * he 0 x := he_recurrence 0 x
  have h : he 3 x = x * (x ^ 2 - 3) := by
    rw [a, b, (he_initial x).1, (he_initial x).2]
    push_cast
    ring
  rw [eigenvalue_iff_hermite_root, h, mul_eq_zero, sub_eq_zero]

end

end TruncatedOscillatorHermite
```

```lean
#print axioms TruncatedOscillatorHermite.eigenvalue_iff_hermite_root
#print axioms TruncatedOscillatorHermite.three_level_eigenvalues
```

```
'TruncatedOscillatorHermite.eigenvalue_iff_hermite_root' depends on axioms: [propext, Classical.choice, Quot.sound]
'TruncatedOscillatorHermite.three_level_eigenvalues' depends on axioms: [propext, Classical.choice, Quot.sound]
```

## How the Lean proof follows the rows

`he_initial` and `he_recurrence` supply the polynomial part. The induction for the derivative rule is the inner statement `lowering`, whose last algebraic step is closed by `linear_combination` from the definition of the next Hermite polynomial. `level_recurrence` divides by the factorials: it splits $\sqrt{(m+1)!}$ into $\sqrt{m+1}\sqrt{m!}$, replaces the square roots by letters and clears denominators.

`lower_apply` and `raise_apply` reduce each matrix–vector sum to its single surviving term, or to zero at the edge of the basis. `truncation_defect` combines them. Its inner statement `hA` isolates the term missing from the last row, and `hB` identifies the untruncated rows with the recurrence. `hermite_root_eigenvector` then sets the defect to zero and reads off the ground-level amplitude $1$.

`eigenvector_unique` is the row-by-row reconstruction. It uses strong induction, since each amplitude depends on the two below it, and cancels the nonzero factor $\sqrt{k+2}$. `eigenvalue_iff_hermite_root` evaluates the last row for the converse and uses the explicit vector for the other direction. `three_level_eigenvalues` computes $\mathrm{He}_3$ from the recurrence and factorises it.

## Exact statements for real eigenvalues at every finite size

In the code, `he n x` is $\mathrm{He}_n(x)$, obtained by evaluating Mathlib's integer polynomial at a real point, and `level k x` is $\varphi_k$. `annihilator d` is $A$, `position d` is $X$, and `hermiteVector d x` is the unnormalised vector $v$. The index type `Fin d` holds the levels $0, \dots, d-1$, and `*ᵥ` is the matrix–vector product.

Read in words, `hermite_root_eigenvector` says that for any $d$ and real $x$ with $\mathrm{He}_d(x) = 0$, the vector $v$ is nonzero and $Xv = xv$. The root condition `hx` is the only hypothesis. It already forces $d \ge 1$, because $\mathrm{He}_0 = 1$ has no root. For $d = 1$ the matrix is the single entry $0$, in agreement with $\mathrm{He}_1(x) = x$.

`eigenvalue_iff_hermite_root` says that a nonzero real vector $w$ with $Xw = xw$ exists exactly when $\mathrm{He}_d(x) = 0$. `eigenvector_unique` adds that each eigenspace is at most one-dimensional, so a code that reports a degenerate eigenvalue of $X$ contains an error or has lost precision.

The theorems do not count the roots. That there are $d$ distinct real ones follows from the spectral theorem for symmetric matrices together with this uniqueness. The statements concern exact real arithmetic and a finite basis; rounding errors, the limit $d \to \infty$ and the accuracy of the potential matrix are separate questions.
